# In a finite basis, every two-electron state with reference coefficient one is a coupled-cluster singles-and-doubles state

## Configurations and excitation matrices

Two electrons in a finite set of spin orbitals have one reference configuration $e_0$, singles $e_m$ with $m\in S$, and doubles $e_n$ with $n\in D$. There are no triples, since there is no third electron to excite. A state $\psi$ has complex coefficients $\psi_0,\psi_m,\psi_n$.

The excitation matrices act as follows, with $k\in S$:

- $\tau_m e_0=e_m$, $\;\tau_m e_k=\sum_n c_{mkn}e_n$, and $\tau_m$ kills doubles.
- $\sigma_n e_0=e_n$, and $\sigma_n$ kills singles and doubles.

In the fermionic case antisymmetry fixes the numbers $c_{mkn}$ as signs or zeros. Here they are arbitrary. The cluster operator with amplitudes $t$ and $s$ is
$$T=\sum_m t_m\tau_m+\sum_n s_n\sigma_n .$$

## The exponential stops at second order

On any vector $v$,
$$(Tv)_0=0,\qquad (Tv)_m=t_mv_0,\qquad (Tv)_n=s_nv_0+\sum_k\Big(\sum_m t_mc_{mkn}\Big)v_k .$$

Applying $T$ again leaves only doubles:
$$(T^2v)_n=\sum_k\Big(\sum_m t_mc_{mkn}\Big)t_k\,v_0 .$$

A third application gives zero, so $T^3=0$ and $e^T=1+T+\tfrac12T^2$. With
$$q_n(t)=\tfrac12\sum_k\Big(\sum_m t_mc_{mkn}\Big)t_k,$$
the coefficients of $e^Te_0$ are $1$ on the reference, $t_m$ on the singles and $s_n+q_n(t)$ on the doubles.

## Solving for the amplitudes

The equation $e^Te_0=\psi$ requires $\psi_0=1$. Given that, the singles force $t_m=\psi_m$, and the doubles then force $s_n=\psi_n-q_n(t)$. A solution therefore exists exactly when $\psi_0=1$, and it is unique.

With $s=0$ there is no freedom left in the doubles: the reachable states are those with $\psi_0=1$ and $\psi_n=q_n(t)$, where $t_m=\psi_m$.

## Eigenvectors and the transformed Hamiltonian

Since $e^{-T}e^T=1$, multiplying by $e^{-T}$ or $e^T$ from the left shows that
$$He^Te_0=Ee^Te_0\iff e^{-T}He^Te_0=Ee_0 .$$

If $H\psi=E\psi$ and $\psi_0\neq0$, then $\psi/\psi_0$ is an eigenvector with reference coefficient one. It equals $e^Te_0$ for some $T$, which solves the transformed equation with the same $E$. Thus, for two electrons in a finite basis, coupled cluster with singles and doubles can represent every full configuration-interaction eigenstate that has a non-zero reference coefficient. That condition means overlap with the reference; it fails, for example, for a state of different symmetry.

## The statements in Lean

`Config S D` is the disjoint union of reference, singles and doubles; `Sum.inl ()` labels the reference. States are complex functions on it, `*ᵥ` applies a matrix to a state, and `pairTerm c t n` is $q_n(t)$. `NormedSpace.exp` is the full exponential series, not a truncation by definition.

`ccsd_exact` says that a unique pair of amplitudes (`∃!`) produces `ψ` if and only if its reference coefficient is one. In `eigenvector_is_ccsd`, `H` is any complex matrix, Hermitian or not, and `h0` is the assumption $\psi_0\ne0$. The theorems do not address whether an iterative solver finds the amplitudes.

```lean
import Mathlib

open Matrix

namespace TwoElectronCoupledCluster

noncomputable section

/-- Configurations of a two-electron system: the reference, the singles `S` and the doubles `D`. -/
abbrev Config (S D : Type*) := Unit ⊕ S ⊕ D

variable {S D : Type*} [Fintype S] [Fintype D] [DecidableEq S] [DecidableEq D]

/-- The reference state, with coefficient one on the reference configuration and zero elsewhere. -/
def reference : Config S D → ℂ := Sum.elim (fun _ => 1) (fun _ => 0)

/-- The single excitation `m`: it sends the reference to the single `m`, the single `k` to the
combination of doubles with coefficients `c m k n`, and every double to zero. -/
def tau (c : S → S → D → ℂ) (m : S) : Matrix (Config S D) (Config S D) ℂ :=
  Matrix.of fun i j => match i, j with
    | Sum.inr (Sum.inl k), Sum.inl _ => if k = m then 1 else 0
    | Sum.inr (Sum.inr n), Sum.inr (Sum.inl k) => c m k n
    | _, _ => 0

variable (S) in
/-- The double excitation `n`: it sends the reference to the double `n` and all other
configurations to zero. -/
def sigma (n : D) : Matrix (Config S D) (Config S D) ℂ :=
  Matrix.of fun i j => match i, j with
    | Sum.inr (Sum.inr l), Sum.inl _ => if l = n then 1 else 0
    | _, _ => 0

/-- The cluster operator with singles amplitudes `t` and doubles amplitudes `s`. -/
def cluster (c : S → S → D → ℂ) (t : S → ℂ) (s : D → ℂ) :
    Matrix (Config S D) (Config S D) ℂ :=
  ∑ m, t m • tau c m + ∑ n, s n • sigma S n

/-- The coefficient of the double `n` produced by two successive single excitations, with the
factor one half of the exponential series. -/
def pairTerm (c : S → S → D → ℂ) (t : S → ℂ) (n : D) : ℂ :=
  2⁻¹ * ∑ k, (∑ m, t m * c m k n) * t k

/-- The action of the cluster operator on an arbitrary state, configuration by configuration. -/
theorem cluster_mulVec (c : S → S → D → ℂ) (t : S → ℂ) (s : D → ℂ) (v : Config S D → ℂ) :
    cluster c t s *ᵥ v = Sum.elim (fun _ => 0) (Sum.elim
      (fun m => t m * v (Sum.inl ()))
      (fun n => s n * v (Sum.inl ()) +
        ∑ k, (∑ m, t m * c m k n) * v (Sum.inr (Sum.inl k)))) := by
  ext i
  rcases i with ⟨⟩ | m | n <;>
    simp [cluster, tau, sigma, Matrix.mulVec, dotProduct, Matrix.sum_apply]

/-- Three successive applications of the cluster operator give zero. -/
theorem cluster_cube (c : S → S → D → ℂ) (t : S → ℂ) (s : D → ℂ) :
    cluster c t s ^ 3 = 0 := by
  -- each application raises the excitation level, and there are only three levels
  have h : ∀ v, (cluster c t s ^ 3) *ᵥ v = 0 := by
    intro v
    rw [pow_succ, pow_two, ← Matrix.mulVec_mulVec, ← Matrix.mulVec_mulVec]
    simp only [cluster_mulVec]
    ext i
    rcases i with ⟨⟩ | m | n <;> simp
  ext i j
  have hij := congrFun (h (Pi.single j 1)) i
  simpa using hij

/-- The exponential of the cluster operator is its Taylor polynomial of second order. -/
theorem exp_cluster (c : S → S → D → ℂ) (t : S → ℂ) (s : D → ℂ) :
    NormedSpace.exp (cluster c t s) =
      1 + cluster c t s + (2⁻¹ : ℂ) • (cluster c t s * cluster c t s) := by
  refine (congrFun (NormedSpace.exp_eq_tsum (𝕂 := ℂ)
    (𝔸 := Matrix (Config S D) (Config S D) ℂ)) (cluster c t s)).trans
    ((tsum_eq_sum (s := Finset.range 3) ?_).trans ?_)
  · intro n hn
    have h3 : 3 ≤ n := by simpa using hn
    simp only [pow_eq_zero_of_le h3 (cluster_cube c t s), smul_zero]
  · simp [Finset.sum_range_succ, pow_two, Nat.factorial]

/-- The coupled-cluster state has reference coefficient one, singles coefficients `t`, and doubles
coefficients equal to `s` plus the term quadratic in `t`. -/
theorem exp_cluster_reference (c : S → S → D → ℂ) (t : S → ℂ) (s : D → ℂ) :
    NormedSpace.exp (cluster c t s) *ᵥ reference =
      Sum.elim (fun _ => 1) (Sum.elim t (fun n => s n + pairTerm c t n)) := by
  rw [exp_cluster, Matrix.add_mulVec, Matrix.add_mulVec, Matrix.one_mulVec,
    Matrix.smul_mulVec, ← Matrix.mulVec_mulVec]
  simp only [cluster_mulVec]
  ext i
  rcases i with ⟨⟩ | m | n <;> simp [reference, pairTerm]

/-- Two-electron exactness: a state is a coupled-cluster singles-and-doubles state, with unique
amplitudes, if and only if its reference coefficient is one. -/
theorem ccsd_exact (c : S → S → D → ℂ) (ψ : Config S D → ℂ) :
    (∃! p : (S → ℂ) × (D → ℂ), NormedSpace.exp (cluster c p.1 p.2) *ᵥ reference = ψ) ↔
      ψ (Sum.inl ()) = 1 := by
  constructor
  · rintro ⟨p, hp, -⟩
    simp only [exp_cluster_reference] at hp
    exact (congrFun hp (Sum.inl ())).symm
  · intro h
    -- read off the singles, then subtract their quadratic term from the doubles
    refine ⟨(fun m => ψ (Sum.inr (Sum.inl m)), fun n => ψ (Sum.inr (Sum.inr n)) -
      pairTerm c (fun m => ψ (Sum.inr (Sum.inl m))) n), ?_, ?_⟩
    · simp only [exp_cluster_reference]
      ext i
      rcases i with ⟨⟩ | m | n <;> simp [h]
    · rintro ⟨t, s⟩ hp
      simp only [exp_cluster_reference] at hp
      subst hp
      simp

/-- With single excitations alone, the exponential ansatz reaches exactly the states with reference
coefficient one whose doubles coefficients are the quadratic term of their singles coefficients. -/
theorem singles_only_iff (c : S → S → D → ℂ) (ψ : Config S D → ℂ) :
    (∃ t : S → ℂ, NormedSpace.exp (cluster c t 0) *ᵥ reference = ψ) ↔
      ψ (Sum.inl ()) = 1 ∧ ∀ n, ψ (Sum.inr (Sum.inr n)) =
        pairTerm c (fun m => ψ (Sum.inr (Sum.inl m))) n := by
  constructor
  · rintro ⟨t, ht⟩
    rw [exp_cluster_reference] at ht
    subst ht
    simp
  · rintro ⟨h0, h⟩
    refine ⟨fun m => ψ (Sum.inr (Sum.inl m)), ?_⟩
    rw [exp_cluster_reference]
    ext i
    rcases i with ⟨⟩ | m | n <;> simp [h0, h]

/-- The Schrödinger equation for `exp(T)` applied to the reference is equivalent to the equation
for the similarity-transformed Hamiltonian acting on the reference. -/
theorem schrodinger_iff_transformed (H T : Matrix (Config S D) (Config S D) ℂ) (E : ℂ) :
    H *ᵥ (NormedSpace.exp T *ᵥ reference) = E • (NormedSpace.exp T *ᵥ reference) ↔
      (NormedSpace.exp (-T) * H * NormedSpace.exp T) *ᵥ reference = E • reference := by
  have inv1 : NormedSpace.exp (-T) * NormedSpace.exp T = 1 := by
    rw [← Matrix.exp_add_of_commute (-T) T (Commute.refl T).neg_left, neg_add_cancel,
      NormedSpace.exp_zero]
  have inv2 : NormedSpace.exp T * NormedSpace.exp (-T) = 1 := mul_eq_one_comm.1 inv1
  constructor
  · intro h
    rw [← Matrix.mulVec_mulVec, ← Matrix.mulVec_mulVec, h, Matrix.mulVec_smul,
      Matrix.mulVec_mulVec, inv1, Matrix.one_mulVec]
  · intro h
    -- undo the transformation by applying exp(T) from the left
    have h2 := congrArg (fun v => NormedSpace.exp T *ᵥ v) h
    simp only [Matrix.mulVec_smul, Matrix.mulVec_mulVec] at h2
    have e : NormedSpace.exp T * (NormedSpace.exp (-T) * H * NormedSpace.exp T) =
        H * NormedSpace.exp T := by
      rw [← mul_assoc, ← mul_assoc, inv2, one_mul]
    rw [e] at h2
    rw [Matrix.mulVec_mulVec]
    exact h2

/-- Every eigenvector of a Hamiltonian matrix with non-zero reference coefficient is that coefficient
times a coupled-cluster state, whose amplitudes solve the transformed equation with the same `E`. -/
theorem eigenvector_is_ccsd (c : S → S → D → ℂ) (H : Matrix (Config S D) (Config S D) ℂ)
    (E : ℂ) (ψ : Config S D → ℂ) (hψ : H *ᵥ ψ = E • ψ) (h0 : ψ (Sum.inl ()) ≠ 0) :
    ∃ (t : S → ℂ) (s : D → ℂ),
      ψ = ψ (Sum.inl ()) • (NormedSpace.exp (cluster c t s) *ᵥ reference) ∧
      (NormedSpace.exp (-cluster c t s) * H * NormedSpace.exp (cluster c t s)) *ᵥ reference =
        E • reference := by
  -- rescale to intermediate normalisation
  obtain ⟨⟨t, s⟩, hp, -⟩ := (ccsd_exact c ((ψ (Sum.inl ()))⁻¹ • ψ)).2 (by simp [h0])
  have hp' : NormedSpace.exp (cluster c t s) *ᵥ reference = (ψ (Sum.inl ()))⁻¹ • ψ := hp
  refine ⟨t, s, ?_, (schrodinger_iff_transformed H (cluster c t s) E).1 ?_⟩
  · rw [hp', smul_smul, mul_inv_cancel₀ h0, one_smul]
  · rw [hp', Matrix.mulVec_smul, hψ, smul_comm]

end

end TwoElectronCoupledCluster
```

```lean
#print axioms TwoElectronCoupledCluster.exp_cluster_reference
-- 'TwoElectronCoupledCluster.exp_cluster_reference' depends on axioms: [propext, Classical.choice, Quot.sound]
#print axioms TwoElectronCoupledCluster.singles_only_iff
-- 'TwoElectronCoupledCluster.singles_only_iff' depends on axioms: [propext, Classical.choice, Quot.sound]
#print axioms TwoElectronCoupledCluster.eigenvector_is_ccsd
-- 'TwoElectronCoupledCluster.eigenvector_is_ccsd' depends on axioms: [propext, Classical.choice, Quot.sound]
```

## How the proof follows the calculation

`cluster_mulVec` is the formula for $Tv$, checked separately on the reference, singles and doubles. `cluster_cube` applies it three times to an arbitrary vector, then uses basis vectors to conclude that every matrix entry of $T^3$ vanishes. `exp_cluster` uses this to reduce the infinite series to its first three terms, and `exp_cluster_reference` evaluates them on $e_0$.

In `ccsd_exact`, the forward direction compares reference coefficients. The converse supplies the amplitudes found above; for uniqueness, `subst` replaces `ψ` by the state built from a competing pair, and `simp` recovers that pair from its coefficients. `singles_only_iff` repeats the comparison with $s=0$.

`schrodinger_iff_transformed` first establishes that $e^{-T}$ and $e^T$ are mutually inverse, for any matrix `T`, then multiplies by one or the other. `eigenvector_is_ccsd` rescales `ψ` by $\psi_0^{-1}$, takes the amplitudes from `ccsd_exact`, and passes the eigenvalue equation through this equivalence.
